# Every constant nondegenerate Poisson bracket on a finite-dimensional linear phase space is canonical in suitable linear coordinates

## Can I always find canonical pairs for a constant bracket?

Before I hand a Hamiltonian to an integrator written for $\dot q=\partial H/\partial p$, $\dot p=-\partial H/\partial q$, I have to change to variables with canonical brackets. My variables often don't have them: for a charged particle in a uniform magnetic field, the two components of kinetic momentum perpendicular to the field have a nonzero bracket with each other.

The brackets of my $2n$ real variables form a constant matrix $K$, antisymmetric and invertible. I believe that some invertible linear change of variables always turns $K$ into the canonical matrix

$$J=\begin{pmatrix}0&1\\-1&0\end{pmatrix},$$

with $n\times n$ blocks. I would like to see this argued rigorously, including what it does to the bracket of two general functions, and checked by machine. Can it be done in Lean?

## Building the coordinates one conjugate pair at a time

Yes. The argument also gives a procedure for constructing the coordinates.

Write $\omega(u,v)=u^{T}Kv$. If $u$ and $v$ are the coefficient vectors of two linear functions on phase space, $\omega(u,v)$ is their Poisson bracket. Antisymmetry of $K$ gives $\omega(u,v)=-\omega(v,u)$, hence $\omega(v,v)=0$. We want vectors $e_i,f_i$, with $i=0,\dots,n-1$, satisfying

$$\omega(e_i,e_j)=0,\qquad \omega(f_i,f_j)=0,\qquad \omega(e_i,f_j)=\delta_{ij}.$$

Suppose that $k<n$ such pairs have been found; at the start $k=0$.

1. The conditions $\omega(e_i,v)=\omega(f_i,v)=0$ are $2k$ homogeneous linear equations for $2n$ unknowns. Since $2k<2n$, they have a solution $v\neq0$.
2. Set $w=K^{-1}v/(v\cdot v)$. Then $\omega(v,w)=v\cdot v/(v\cdot v)=1$.
3. The vector $w$ may still pair with the earlier vectors, so replace it by
$$z=w-\sum_i\omega(e_i,w)\,f_i+\sum_i\omega(f_i,w)\,e_i .$$

The required relations follow by linearity:

$$\begin{aligned}
\omega(e_j,z)&=\omega(e_j,w)-\omega(e_j,w)+0=0,\\
\omega(f_j,z)&=\omega(f_j,w)-0-\omega(f_j,w)=0,\\
\omega(v,z)&=\omega(v,w)=1.
\end{aligned}$$

The second line uses $\omega(f_j,e_i)=-\delta_{ij}$, and the third uses the fact that $v$ pairs to zero with every earlier vector. So $(v,z)$ is a further conjugate pair, and the construction continues until there are $n$ of them.

Let $M$ have columns $e_0,\dots,e_{n-1},f_0,\dots,f_{n-1}$. The entries of $M^{T}KM$ are the pairings of these columns, so $M^{T}KM=J$. Taking determinants gives $(\det M)^2\det K=\det J$. Because $J(-J)=1$, the right side is nonzero, and $M$ is invertible.

For general differentiable functions $F$ and $G$, put $y=M^{T}x$ and $\tilde F(x)=F(M^{T}x)$, and define $\tilde G$ in the same way. The chain rule gives

$$\frac{\partial\tilde F}{\partial x_a}=\sum_i M_{ai}\frac{\partial F}{\partial y_i},
\qquad\text{that is,}\qquad \nabla\tilde F=M\,\nabla F .$$

Therefore, with $y=(q,p)$,

$$\{\tilde F,\tilde G\}_K=(M\nabla F)^{T}K(M\nabla G)=(\nabla F)^{T}J\,\nabla G
=\sum_i\left(\frac{\partial F}{\partial q_i}\frac{\partial G}{\partial p_i}-\frac{\partial F}{\partial p_i}\frac{\partial G}{\partial q_i}\right).$$

## How the Lean statements describe phase space

The index type `Fin n ⊕ Fin n` labels the coordinates: in the canonical coordinates, `Sum.inl i` is $q_i$ and `Sum.inr i` is $p_i$. For the original variables the labels are only a numbering, and those variables needn't be positions and momenta. The even dimension is thus built into the type. `canonicalJ n` is $J$, with the sign convention $\{q,p\}=+1$, and `pairing K u v` is $\omega(u,v)$. `phaseGrad F x` collects the partial derivatives of `F` at `x`, and `bracket K F G x` pairs two such gradients.

`linear_darboux` assumes `Kᵀ = -K` and `K.det ≠ 0`. The first is the antisymmetry of the bracket; the second says that no nonzero linear function has zero bracket with all the others. The conclusion is a real matrix `M` with `M.det ≠ 0` and `Mᵀ * K * M = canonicalJ n`.

`bracket_canonical` gives one invertible `M` that works for all functions `F`, `G` and all points `x`, provided that both functions are differentiable at `Mᵀ *ᵥ x`. Nothing is required of them elsewhere.

`magneticK_witness` shows that a physical example satisfies both assumptions. It concerns a particle of unit charge in a plane, described by position and kinetic momentum, with $\{\pi_x,\pi_y\}=B$ for any real field strength $B$.

Darboux's theorem is best known for structures that vary from point to point, where the canonical coordinates are in general nonlinear and only local. The version here has constant $K$ and finitely many degrees of freedom, and its coordinates are linear and global. Within that setting it supplies the canonically conjugate pairs from which canonical quantisation starts; their $q_i$ may mix the original positions and momenta.

```lean
import Mathlib

open Matrix

namespace LinearDarboux

noncomputable section

/-- The canonical Poisson matrix for `n` positions (left) and `n` momenta (right). -/
def canonicalJ (n : ℕ) : Matrix (Fin n ⊕ Fin n) (Fin n ⊕ Fin n) ℝ :=
  fromBlocks 0 1 (-1) 0

/-- The bilinear pairing of two covectors by a constant Poisson matrix. -/
def pairing {n : ℕ} (K : Matrix (Fin n ⊕ Fin n) (Fin n ⊕ Fin n) ℝ)
    (u v : Fin n ⊕ Fin n → ℝ) : ℝ := u ⬝ᵥ K *ᵥ v

/-- The vector of partial derivatives of a phase-space function. -/
def phaseGrad {n : ℕ} (F : (Fin n ⊕ Fin n → ℝ) → ℝ) (x : Fin n ⊕ Fin n → ℝ) :
    Fin n ⊕ Fin n → ℝ := fun a => fderiv ℝ F x (Pi.single a 1)

/-- The Poisson bracket of two phase-space functions for a constant Poisson matrix. -/
def bracket {n : ℕ} (K : Matrix (Fin n ⊕ Fin n) (Fin n ⊕ Fin n) ℝ)
    (F G : (Fin n ⊕ Fin n → ℝ) → ℝ) (x : Fin n ⊕ Fin n → ℝ) : ℝ :=
  pairing K (phaseGrad F x) (phaseGrad G x)

/-- The Poisson matrix of a charged particle in a plane with uniform magnetic field `B`,
in position and kinetic momentum, in units of unit charge. -/
def magneticK (B : ℝ) : Matrix (Fin 2 ⊕ Fin 2) (Fin 2 ⊕ Fin 2) ℝ :=
  fromBlocks 0 1 (-1) !![0, B; -B, 0]

variable {n : ℕ} {K M : Matrix (Fin n ⊕ Fin n) (Fin n ⊕ Fin n) ℝ}

/-- The canonical Poisson matrix is antisymmetric and has nonzero determinant. -/
theorem canonicalJ_nondegenerate (n : ℕ) :
    (canonicalJ n)ᵀ = -canonicalJ n ∧ (canonicalJ n).det ≠ 0 := by
  constructor
  · simp [canonicalJ, fromBlocks_transpose, fromBlocks_neg]
  · intro h
    have h1 : canonicalJ n * fromBlocks 0 (-1) 1 0 = 1 := by
      simp [canonicalJ, fromBlocks_multiply]
    have h2 := congrArg det h1
    rw [det_mul, h, zero_mul, det_one] at h2
    exact zero_ne_one h2


private lemma pairing_antisymm (hK : Kᵀ = -K) (u v : Fin n ⊕ Fin n → ℝ) :
    pairing K u v = -pairing K v u := by
  unfold pairing
  rw [dotProduct_mulVec, ← mulVec_transpose, hK, neg_mulVec, neg_dotProduct,
    dotProduct_comm]

private lemma pairing_comb {k : ℕ} (u w : Fin n ⊕ Fin n → ℝ) (a b : Fin k → ℝ)
    (e f : Fin k → Fin n ⊕ Fin n → ℝ) :
    pairing K u (w - (∑ i, a i • f i) + ∑ i, b i • e i) =
      pairing K u w - (∑ i, a i * pairing K u (f i)) + ∑ i, b i * pairing K u (e i) := by
  let l : (Fin n ⊕ Fin n → ℝ) →ₗ[ℝ] ℝ :=
    { toFun := pairing K u
      map_add' := fun x y => by simp [pairing, mulVec_add, dotProduct_add]
      map_smul' := fun c x => by simp [pairing, mulVec_smul, dotProduct_smul] }
  change l _ = _
  simp only [map_add, map_sub, map_sum, map_smul, smul_eq_mul]
  rfl

/-- For a nondegenerate Poisson matrix, any number `k ≤ n` of canonically conjugate
pairs of covectors can be found. -/
theorem exists_conjugate_pairs (hK : Kᵀ = -K) (hd : K.det ≠ 0) (k : ℕ) (hk : k ≤ n) :
    ∃ e f : Fin k → Fin n ⊕ Fin n → ℝ,
      (∀ i j, pairing K (e i) (e j) = 0) ∧ (∀ i j, pairing K (f i) (f j) = 0) ∧
      ∀ i j, pairing K (e i) (f j) = if i = j then 1 else 0 := by
  induction k with
  | zero => exact ⟨fun i => i.elim0, fun i => i.elim0, fun i => i.elim0,
      fun i => i.elim0, fun i => i.elim0⟩
  | succ k ih =>
    obtain ⟨e, f, hee, hff, hef⟩ := ih (by omega)
    -- a dimension count gives a nonzero v that pairs to zero with all earlier pairs
    let A : Matrix (Fin k ⊕ Fin k) (Fin n ⊕ Fin n) ℝ :=
      Matrix.of (Sum.elim (fun i => e i ᵥ* K) (fun i => f i ᵥ* K))
    obtain ⟨v, hv, hAv⟩ : ∃ v, v ≠ 0 ∧ A *ᵥ v = 0 := by
      by_contra h
      have inj : Function.Injective A.mulVecLin := by
        rw [← LinearMap.ker_eq_bot, LinearMap.ker_eq_bot']
        intro v hv
        by_contra hne
        exact h ⟨v, hne, hv⟩
      have hle := LinearMap.finrank_le_finrank_of_injective inj
      simp only [Module.finrank_fintype_fun_eq_card, Fintype.card_sum,
        Fintype.card_fin] at hle
      omega
    have hev : ∀ i, pairing K (e i) v = 0 := fun i =>
      (dotProduct_mulVec _ _ _).trans (congrFun hAv (Sum.inl i))
    have hfv : ∀ i, pairing K (f i) v = 0 := fun i =>
      (dotProduct_mulVec _ _ _).trans (congrFun hAv (Sum.inr i))
    have hve : ∀ i, pairing K v (e i) = 0 := fun i => by
      rw [pairing_antisymm hK, hev, neg_zero]
    have hvf : ∀ i, pairing K v (f i) = 0 := fun i => by
      rw [pairing_antisymm hK, hfv, neg_zero]
    have hvv : pairing K v v = 0 := by linarith [pairing_antisymm hK v v]
    -- invertibility of K gives a partner w of v
    obtain ⟨w, hw⟩ : ∃ w, pairing K v w = 1 := by
      have h0 : v ⬝ᵥ v ≠ 0 := fun h => hv (dotProduct_self_eq_zero.mp h)
      refine ⟨K⁻¹ *ᵥ ((v ⬝ᵥ v)⁻¹ • v), ?_⟩
      rw [pairing, mulVec_mulVec, mul_nonsing_inv _ (isUnit_iff_ne_zero.mpr hd),
        one_mulVec, dotProduct_smul, smul_eq_mul, inv_mul_cancel₀ h0]
    have hfe : ∀ i j, pairing K (f i) (e j) = -(if j = i then (1 : ℝ) else 0) :=
      fun i j => by rw [pairing_antisymm hK, hef]
    -- remove from w its components along the earlier pairs
    obtain ⟨z, hvz, hez, hfz⟩ : ∃ z, pairing K v z = 1 ∧
        (∀ j, pairing K (e j) z = 0) ∧ ∀ j, pairing K (f j) z = 0 := by
      refine ⟨w - (∑ i, pairing K (e i) w • f i) + ∑ i, pairing K (f i) w • e i,
        ?_, fun j => ?_, fun j => ?_⟩
      · rw [pairing_comb]; simp [hvf, hve, hw]
      · rw [pairing_comb]; simp [hee, hef]
      · rw [pairing_comb]; simp [hff, hfe]
    have hzf : ∀ i, pairing K z (f i) = 0 := fun i => by
      rw [pairing_antisymm hK, hfz, neg_zero]
    have hzz : pairing K z z = 0 := by linarith [pairing_antisymm hK z z]
    refine ⟨Fin.cons (α := fun _ => Fin n ⊕ Fin n → ℝ) v e,
      Fin.cons (α := fun _ => Fin n ⊕ Fin n → ℝ) z f, ?_, ?_, ?_⟩
    · simp only [Fin.forall_fin_succ, Fin.cons_zero, Fin.cons_succ]
      exact ⟨⟨hvv, hve⟩, fun i => ⟨hev i, hee i⟩⟩
    · simp only [Fin.forall_fin_succ, Fin.cons_zero, Fin.cons_succ]
      exact ⟨⟨hzz, hzf⟩, fun i => ⟨hfz i, hff i⟩⟩
    · intro i j
      induction i using Fin.cases with
      | zero =>
        induction j using Fin.cases with
        | zero => simpa using hvz
        | succ j => simpa [(Fin.succ_ne_zero j).symm] using hvf j
      | succ i =>
        induction j using Fin.cases with
        | zero => simpa [Fin.succ_ne_zero] using hez i
        | succ j => simpa [Fin.succ_inj] using hef i j

private lemma det_frame_ne (h : Mᵀ * K * M = canonicalJ n) : M.det ≠ 0 := by
  intro h0
  have h1 := congrArg det h
  rw [det_mul, h0, mul_zero] at h1
  exact (canonicalJ_nondegenerate n).2 h1.symm

/-- Linear Darboux theorem: every antisymmetric real matrix with nonzero determinant is
brought to the canonical Poisson matrix by an invertible congruence. -/
theorem linear_darboux (hK : Kᵀ = -K) (hd : K.det ≠ 0) :
    ∃ M : Matrix (Fin n ⊕ Fin n) (Fin n ⊕ Fin n) ℝ,
      M.det ≠ 0 ∧ Mᵀ * K * M = canonicalJ n := by
  obtain ⟨e, f, hee, hff, hef⟩ := exists_conjugate_pairs hK hd n le_rfl
  have hfe : ∀ i j, pairing K (f i) (e j) = -(if i = j then (1 : ℝ) else 0) := by
    intro i j
    rw [pairing_antisymm hK, hef]
    by_cases h : i = j
    · simp [h]
    · simp [h, Ne.symm h]
  -- the conjugate pairs are the columns of M
  let M : Matrix (Fin n ⊕ Fin n) (Fin n ⊕ Fin n) ℝ := (Matrix.of (Sum.elim e f))ᵀ
  have h : Mᵀ * K * M = canonicalJ n := by
    ext i j
    have hij : (Mᵀ * K * M) i j = pairing K (Sum.elim e f i) (Sum.elim e f j) := by
      rw [Matrix.mul_assoc]
      rfl
    rw [hij]
    rcases i with i | i <;> rcases j with j | j <;>
      simp [canonicalJ, hee, hff, hef, hfe, Matrix.one_apply]
  exact ⟨M, det_frame_ne h, h⟩



/-- Chain rule for the gradient under the linear change of coordinates `y = Mᵀ x`. -/
theorem phaseGrad_comp (M : Matrix (Fin n ⊕ Fin n) (Fin n ⊕ Fin n) ℝ)
    {F : (Fin n ⊕ Fin n → ℝ) → ℝ} {x : Fin n ⊕ Fin n → ℝ}
    (hF : DifferentiableAt ℝ F (Mᵀ *ᵥ x)) :
    phaseGrad (fun y => F (Mᵀ *ᵥ y)) x = M *ᵥ phaseGrad F (Mᵀ *ᵥ x) := by
  let L := LinearMap.toContinuousLinearMap (Mᵀ.mulVecLin)
  have hL : HasFDerivAt (fun y => Mᵀ *ᵥ y) L x := L.hasFDerivAt
  have hc : HasFDerivAt (fun y => F (Mᵀ *ᵥ y)) ((fderiv ℝ F (Mᵀ *ᵥ x)).comp L) x :=
    hF.hasFDerivAt.comp x hL
  funext a
  have hs : Mᵀ *ᵥ (Pi.single a (1 : ℝ) : Fin n ⊕ Fin n → ℝ) =
      ∑ i, M a i • (Pi.single i (1 : ℝ) : Fin n ⊕ Fin n → ℝ) := by
    ext j
    simp [Finset.sum_apply, Pi.single_apply]
  unfold phaseGrad
  rw [hc.fderiv]
  change fderiv ℝ F (Mᵀ *ᵥ x) (Mᵀ *ᵥ Pi.single a 1) =
    ∑ i, M a i * fderiv ℝ F (Mᵀ *ᵥ x) (Pi.single i 1)
  rw [hs, map_sum]
  simp only [map_smul, smul_eq_mul]

/-- For a constant nondegenerate Poisson structure there are invertible linear coordinates
`y = Mᵀ x` in which the bracket of differentiable functions has the canonical form. -/
theorem bracket_canonical (hK : Kᵀ = -K) (hd : K.det ≠ 0) :
    ∃ M : Matrix (Fin n ⊕ Fin n) (Fin n ⊕ Fin n) ℝ, M.det ≠ 0 ∧
      ∀ (F G : (Fin n ⊕ Fin n → ℝ) → ℝ) (x : Fin n ⊕ Fin n → ℝ),
        DifferentiableAt ℝ F (Mᵀ *ᵥ x) → DifferentiableAt ℝ G (Mᵀ *ᵥ x) →
        bracket K (fun y => F (Mᵀ *ᵥ y)) (fun y => G (Mᵀ *ᵥ y)) x =
          ∑ i, (phaseGrad F (Mᵀ *ᵥ x) (Sum.inl i) * phaseGrad G (Mᵀ *ᵥ x) (Sum.inr i) -
            phaseGrad F (Mᵀ *ᵥ x) (Sum.inr i) * phaseGrad G (Mᵀ *ᵥ x) (Sum.inl i)) := by
  obtain ⟨M, hM, h⟩ := linear_darboux hK hd
  refine ⟨M, hM, fun F G x hF hG => ?_⟩
  rw [bracket, phaseGrad_comp M hF, phaseGrad_comp M hG]
  generalize phaseGrad F (Mᵀ *ᵥ x) = g
  generalize phaseGrad G (Mᵀ *ᵥ x) = k
  -- move M from the gradients onto the Poisson matrix
  have h1 : pairing K (M *ᵥ g) (M *ᵥ k) = pairing (Mᵀ * K * M) g k := by
    simp only [pairing, ← mulVec_mulVec]
    rw [dotProduct_mulVec g Mᵀ, vecMul_transpose]
  rw [h1, h]
  simp [pairing, canonicalJ, fromBlocks_mulVec, neg_mulVec, one_mulVec, dotProduct,
    Fintype.sum_sum_type, sub_eq_add_neg, Finset.sum_add_distrib]

/-- The Poisson matrix of a charged particle in a uniform magnetic field is antisymmetric
with nonzero determinant, for every field strength. -/
theorem magneticK_witness (B : ℝ) :
    (magneticK B)ᵀ = -magneticK B ∧ (magneticK B).det ≠ 0 := by
  constructor
  · have hC : (!![0, B; -B, 0] : Matrix (Fin 2) (Fin 2) ℝ)ᵀ = -!![0, B; -B, 0] := by
      ext i j
      fin_cases i <;> fin_cases j <;> simp
    rw [magneticK, fromBlocks_transpose, fromBlocks_neg, hC]
    simp only [transpose_zero, transpose_neg, transpose_one, neg_zero, neg_neg]
  · intro h
    have h1 : magneticK B * fromBlocks !![0, B; -B, 0] (-1) 1 0 = 1 := by
      rw [magneticK, fromBlocks_multiply]
      simp only [Matrix.zero_mul, Matrix.one_mul, Matrix.neg_mul, Matrix.mul_one,
        Matrix.mul_zero, zero_add, add_zero, neg_add_cancel, neg_neg, fromBlocks_one]
    have h2 := congrArg det h1
    rw [det_mul, h, zero_mul, det_one] at h2
    exact zero_ne_one h2

end

end LinearDarboux
```

```lean
#print axioms LinearDarboux.bracket_canonical
-- 'LinearDarboux.bracket_canonical' depends on axioms: [propext, Classical.choice, Quot.sound]
```

## How the proof follows the construction

`canonicalJ_nondegenerate` multiplies $J$ by $-J$, written out in blocks, and takes determinants. `pairing_antisymm` is the sign rule for $\omega$, and `pairing_comb` expands $\omega(u,z)$ by linearity for a vector of the form used in step 3.

The construction itself is `exists_conjugate_pairs`, an induction on the number of pairs `k`. The rows of the matrix `A` are the $2k$ linear conditions on $v$. If only $v=0$ satisfied them, `A` would be an injective map from dimension $2n$ to dimension $2k$, so that $2n\le 2k$; `omega` refutes this. The partner `w` is the explicit vector of step 2, and `z` is the corrected one. After `pairing_comb`, `simp` evaluates the Kronecker deltas in the sums. `Fin.cons` then puts the new pair in position zero and moves the earlier ones up by one, and the remaining cases compare new with new, new with old, and old with old.

`linear_darboux` takes `k = n`, makes the vectors the columns of `M`, and checks $M^{T}KM=J$ block by block. `det_frame_ne` is the determinant argument for the invertibility of `M`.

`phaseGrad_comp` proves $\nabla\tilde F=M\nabla F$ by composing Fréchet derivatives and expanding $M^{T}$ applied to a unit vector. In `bracket_canonical`, the step `h1` moves `M` from the gradients onto `K`; substituting $J$ then leaves the canonical sum. `magneticK_witness` checks antisymmetry by blocks and obtains the nonzero determinant from an explicit inverse.

## What goes wrong without each assumption

Take $n=1$. If $K$ may be singular, choose $K=0$. Then $M^{T}KM=0$ for every $M$, which is never $J$.

If $K$ needn't be antisymmetric, choose the identity matrix. Then $M^{T}KM=M^{T}M$ is symmetric for every $M$, whereas $J$ is not.

## The change of variables in a magnetic-field calculation

For the particle in the field, a suitable $M$ can be written down directly. Keep $x$, $y$ and $p_x=\pi_x$, and set $p_y=\pi_y+Bx$. The only bracket that needed repair is now

$$\{p_x,p_y\}=\{\pi_x,\pi_y\}+B\{\pi_x,x\}=B-B=0 .$$

This is the Landau gauge. For mass $m$, the Hamiltonian becomes

$$H=\frac{p_x^2+(p_y-Bx)^2}{2m}.$$

It doesn't contain $y$, so $p_y$ is conserved. For $B\neq0$, what remains is a harmonic oscillator in $x$ with angular frequency $|B|/m$.

For a larger constant $K$, a program can follow the three steps above: compute a null vector of the current conditions, solve a linear system with $K$ for its partner, and subtract the components along the earlier pairs. The size of $M^{T}KM-J$ shows how far the brackets of the computed coordinates are from canonical. Initial data are converted by $y=M^{T}x$, where $x$ again denotes the full vector of original variables. The way back needs no further matrix inversion, because $M^{T}KM=J$ gives $x=-KMJ\,y$. Substituting this into $H$ gives the Hamiltonian that the canonical integrator needs.
